# Within a Kramers pair, nonzero time-odd Hermitian perturbations split the level symmetrically and time-even ones leave it degenerate

Q: At $k=0$ in a nonmagnetic crystal with spin-orbit coupling, the bands meet in degenerate pairs. Strain the crystal, and an isolated pair moves as a whole. Add a Zeeman term, and the pair generally comes apart. You say that a statement about $2\times2$ matrices captures this difference. Where did the crystal go?

A: Into the choice of basis. Let $T$ be time reversal, antiunitary with $T^2=-1$, and let $\psi$ be a normalised state of the pair. Then $T\psi$ is orthogonal to $\psi$ and has the same energy, so the two span the pair. In the basis $(\psi, T\psi)$, $T$ acts as $-i\sigma_y K$, where $K$ is complex conjugation. A perturbation enters through its matrix elements between these two states, which form a Hermitian matrix $V$. Its time-reversed version is

$$TVT^{-1}=(-i\sigma_y)\,\overline V\,(i\sigma_y)=\sigma_y\overline V\sigma_y .$$

Strain gives a $V$ that equals this matrix (even); a Zeeman term gives one that equals minus it (odd).

Q: So Kramers' theorem is an input?

A: Yes. The degeneracy is put in by starting from a two-dimensional space at one energy, and the question is what a perturbation does to it. Here are the objects in Lean, beginning with the Pauli matrices.

```lean
import Mathlib

open Matrix

namespace KramersPairSplitting

noncomputable section

/-- The Pauli matrix `σx`. -/
def σx : Matrix (Fin 2) (Fin 2) ℂ := !![0, 1; 1, 0]

/-- The Pauli matrix `σy`. -/
def σy : Matrix (Fin 2) (Fin 2) ℂ := !![0, -Complex.I; Complex.I, 0]

/-- The Pauli matrix `σz`. -/
def σz : Matrix (Fin 2) (Fin 2) ℂ := !![1, 0; 0, -1]
```

Q: And the field that acts on the pair?

A: That is a real vector $a$, with components $a_0,a_1,a_2$ along $x,y,z$, numbered from zero as in the code. `spin a` is $a\cdot\sigma$, and `len a` is $|a|=\sqrt{a_0^2+a_1^2+a_2^2}$. The vector carries units of energy: for a free spin in a magnetic field $B$ it is $\tfrac12 g\mu_B B$, with $g$ the g-factor and $\mu_B$ the Bohr magneton. For a band pair, $\sigma$ is a pseudospin and $a$ depends on the basis chosen in the pair.

```lean
/-- The coupling `a · σ` of a spin one-half to a real vector `a`. -/
def spin (a : Fin 3 → ℝ) : Matrix (Fin 2) (Fin 2) ℂ :=
  (a 0 : ℂ) • σx + (a 1 : ℂ) • σy + (a 2 : ℂ) • σz

/-- The Euclidean length of a real three-vector. -/
def len (a : Fin 3 → ℝ) : ℝ := Real.sqrt (a 0 ^ 2 + a 1 ^ 2 + a 2 ^ 2)
```

Time reversal of an operator is the formula above, with `V.map (starRingEnd ℂ)` as the entrywise conjugate, not the adjoint.

```lean
/-- The time-reversed operator `σy conj(V) σy` on a spin one-half. -/
def timeRev (V : Matrix (Fin 2) (Fin 2) ℂ) : Matrix (Fin 2) (Fin 2) ℂ :=
  σy * V.map (starRingEnd ℂ) * σy
```

Q: What counts as an energy level?

A: A number $E$ for which some nonzero $v$ satisfies $Vv=Ev$. The definition allows complex $E$, so the reality of the levels is a result. It records which energies occur and not how often.

```lean
/-- `E` is a level of `V` if some nonzero state `v` satisfies `V v = E v`. -/
def IsLevel (V : Matrix (Fin 2) (Fin 2) ℂ) (E : ℂ) : Prop :=
  ∃ v : Fin 2 → ℂ, v ≠ 0 ∧ V *ᵥ v = E • v
```

Q: Then show me the calculation. Why should a general perturbation have anything to do with $a\cdot\sigma$?

A: Write the coupling out first:

$$a\cdot\sigma=\begin{pmatrix}a_2 & a_0-ia_1\\ a_0+ia_1 & -a_2\end{pmatrix}.$$

```lean
/-- The coupling `a · σ` written out as a matrix. -/
theorem spin_eq (a : Fin 3 → ℝ) :
    spin a = !![(a 2 : ℂ), a 0 - a 1 * Complex.I; a 0 + a 1 * Complex.I, -(a 2 : ℂ)] := by
  ext i j
  fin_cases i <;> fin_cases j <;> simp [spin, σx, σy, σz]
  all_goals ring
```

Now take any Hermitian $V$. Its diagonal entries are real and $V_{01}=\overline{V_{10}}$, which leaves four real numbers. Set

$$c=\tfrac12(V_{00}+V_{11}),\quad a_0=\operatorname{Re}V_{10},\quad a_1=\operatorname{Im}V_{10},\quad a_2=\tfrac12(V_{00}-V_{11}).$$

Then $c+a_2=V_{00}$, $c-a_2=V_{11}$ and $a_0+ia_1=V_{10}$, so $V=c\,1+a\cdot\sigma$. The Lean proof extracts the same facts from Hermiticity, supplies these values of $c$ and $a$, and compares real and imaginary parts entry by entry.

```lean
/-- Every Hermitian operator on the pair is a real energy shift plus a coupling `a · σ`. -/
theorem hermitian_decomposition {V : Matrix (Fin 2) (Fin 2) ℂ} (hV : V.IsHermitian) :
    ∃ (c : ℝ) (a : Fin 3 → ℝ), V = (c : ℂ) • 1 + spin a := by
  -- Hermiticity, read off entry by entry
  have h0 : -(V 0 0).im = (V 0 0).im := congrArg Complex.im (hV.apply 0 0)
  have h1 : -(V 1 1).im = (V 1 1).im := congrArg Complex.im (hV.apply 1 1)
  have hr : (V 1 0).re = (V 0 1).re := by
    have h := congrArg Complex.re (hV.apply 0 1)
    simpa using h
  have hi : -(V 1 0).im = (V 0 1).im := congrArg Complex.im (hV.apply 0 1)
  refine ⟨((V 0 0).re + (V 1 1).re) / 2,
    ![(V 1 0).re, (V 1 0).im, ((V 0 0).re - (V 1 1).re) / 2], ?_⟩
  rw [spin_eq]
  ext i j
  fin_cases i <;> fin_cases j <;> apply Complex.ext <;> simp <;> linarith
```

Q: So every perturbation is a shift plus a field. How does time reversal tell them apart?

A: Multiply out the product for a general matrix:

$$\sigma_y\begin{pmatrix}\bar p&\bar q\\ \bar r&\bar s\end{pmatrix}\sigma_y=\begin{pmatrix}\bar s&-\bar r\\ -\bar q&\bar p\end{pmatrix}.$$

For $c\,1+a\cdot\sigma$ we have $p=c+a_2$, $q=a_0-ia_1$, $r=a_0+ia_1$ and $s=c-a_2$. The right-hand side becomes

$$\begin{pmatrix}c-a_2&-(a_0-ia_1)\\ -(a_0+ia_1)&c+a_2\end{pmatrix}=c\,1-a\cdot\sigma .$$

The shift survives and the field is reversed. In the proof, `key` is the general formula and `e` is the matrix to which it is applied.

```lean
/-- Time reversal keeps the energy shift and reverses the coupling `a · σ`. -/
theorem timeRev_shift_add_spin (c : ℝ) (a : Fin 3 → ℝ) :
    timeRev ((c : ℂ) • 1 + spin a) = (c : ℂ) • 1 - spin a := by
  -- time reversal of a general matrix, entry by entry
  have key : ∀ p q r s : ℂ, timeRev !![p, q; r, s] =
      !![starRingEnd ℂ s, -starRingEnd ℂ r; -starRingEnd ℂ q, starRingEnd ℂ p] := by
    intro p q r s
    have hm : (!![p, q; r, s] : Matrix (Fin 2) (Fin 2) ℂ).map (starRingEnd ℂ) =
        !![starRingEnd ℂ p, starRingEnd ℂ q; starRingEnd ℂ r, starRingEnd ℂ s] := by
      ext i j
      fin_cases i <;> fin_cases j <;> rfl
    rw [timeRev, σy, hm, Matrix.mul_fin_two, Matrix.mul_fin_two]
    ext i j
    fin_cases i <;> fin_cases j <;> apply Complex.ext <;> simp
  have e : (c : ℂ) • 1 + spin a =
      !![(c : ℂ) + a 2, a 0 - a 1 * Complex.I; a 0 + a 1 * Complex.I, (c : ℂ) - a 2] := by
    rw [spin_eq]
    ext i j
    fin_cases i <;> fin_cases j <;> simp
    all_goals ring
  rw [e, key, spin_eq]
  ext i j
  fin_cases i <;> fin_cases j <;> simp
  all_goals ring
```

Q: And the energies?

A: A nonzero solution of $(V-E)v=0$ exists exactly when the determinant vanishes, and

$$\det(c\,1+a\cdot\sigma-E)=(c+a_2-E)(c-a_2-E)-(a_0-ia_1)(a_0+ia_1)=(E-c)^2-|a|^2 .$$

This factorises as $(E-c-|a|)(E-c+|a|)$, so the levels are $c+|a|$ and $c-|a|$. In Lean, `h1` passes from eigenvectors to the determinant and `h2` is the factorisation, which uses $|a|^2=a_0^2+a_1^2+a_2^2$ and $i^2=-1$.

```lean
/-- The levels of `c + a · σ` are exactly `c + |a|` and `c - |a|`. -/
theorem isLevel_shift_add_spin (c : ℝ) (a : Fin 3 → ℝ) (E : ℂ) :
    IsLevel ((c : ℂ) • 1 + spin a) E ↔ E = c + len a ∨ E = c - len a := by
  have h1 : IsLevel ((c : ℂ) • 1 + spin a) E ↔
      ((c : ℂ) • 1 + spin a - E • (1 : Matrix (Fin 2) (Fin 2) ℂ)).det = 0 := by
    rw [← Matrix.exists_mulVec_eq_zero_iff]
    simp only [IsLevel, Matrix.sub_mulVec, Matrix.smul_mulVec, Matrix.one_mulVec, sub_eq_zero]
  have hr : len a ^ 2 = a 0 ^ 2 + a 1 ^ 2 + a 2 ^ 2 := Real.sq_sqrt (by positivity)
  have hs : (len a : ℂ) ^ 2 = (a 0 : ℂ) ^ 2 + (a 1 : ℂ) ^ 2 + (a 2 : ℂ) ^ 2 := by
    exact_mod_cast hr
  -- the secular determinant factorises
  have h2 : ((c : ℂ) • 1 + spin a - E • (1 : Matrix (Fin 2) (Fin 2) ℂ)).det =
      (E - (c + len a)) * (E - (c - len a)) := by
    rw [spin_eq, Matrix.det_fin_two]
    simp
    linear_combination hs + (a 1 : ℂ) ^ 2 * Complex.I_sq
  rw [h1, h2, mul_eq_zero, sub_eq_zero, sub_eq_zero]
```

Q: If $|a|=0$ the two levels coincide. Is the field then really absent, or only invisible in the spectrum?

A: It is absent. If $|a|=0$, a sum of three real squares is zero, so each component is zero and $a\cdot\sigma=0$. Conversely, if the matrix $a\cdot\sigma$ vanishes, its entries give $a_0=a_1=a_2=0$. Both directions are needed below.

```lean
/-- The coupling `a · σ` vanishes exactly when the vector `a` has length zero. -/
theorem spin_eq_zero_iff (a : Fin 3 → ℝ) : spin a = 0 ↔ len a = 0 := by
  have hr : len a ^ 2 = a 0 ^ 2 + a 1 ^ 2 + a 2 ^ 2 := Real.sq_sqrt (by positivity)
  constructor
  · intro h
    rw [spin_eq] at h
    have e0 := congrArg Complex.re (congrFun (congrFun h 1) 0)
    have e1 := congrArg Complex.im (congrFun (congrFun h 1) 0)
    have e2 := congrArg Complex.re (congrFun (congrFun h 0) 0)
    simp at e0 e1 e2
    simp [len, e0, e1, e2]
  · intro h
    rw [h] at hr
    have e0 : a 0 = 0 := by
      apply pow_eq_zero_iff (two_ne_zero) |>.1
      nlinarith [sq_nonneg (a 0), sq_nonneg (a 1), sq_nonneg (a 2)]
    have e1 : a 1 = 0 := by
      apply pow_eq_zero_iff (two_ne_zero) |>.1
      nlinarith [sq_nonneg (a 0), sq_nonneg (a 1), sq_nonneg (a 2)]
    have e2 : a 2 = 0 := by
      apply pow_eq_zero_iff (two_ne_zero) |>.1
      nlinarith [sq_nonneg (a 0), sq_nonneg (a 1), sq_nonneg (a 2)]
    simp [spin, e0, e1, e2]
```

Q: Now the main claim. What exactly does it say about an odd perturbation?

A: For Hermitian $V$, the condition $\sigma_y\overline V\sigma_y=-V$ holds if and only if there is a real vector $a$ with $V=a\cdot\sigma$ whose levels are exactly $|a|$ and $-|a|$. By hand, oddness reads $c\,1-a\cdot\sigma=-c\,1-a\cdot\sigma$, hence $2c\,1=0$ and $c=0$. The levels $c\pm|a|$ become $\pm|a|$. In the other direction, put $c=0$ in the time-reversal formula.

The proof follows this route: `h2` is the equation $2c\,1=0$, and the levels come from the previous spectrum theorem. The converse uses only $V=a\cdot\sigma$ and discards the clause about levels.

```lean
/-- A Hermitian perturbation of a Kramers pair is odd under time reversal if and only if it is
`a · σ` for a real vector `a`, with levels exactly `|a|` and `-|a|`. -/
theorem odd_iff_spin {V : Matrix (Fin 2) (Fin 2) ℂ} (hV : V.IsHermitian) :
    timeRev V = -V ↔
      ∃ a : Fin 3 → ℝ, V = spin a ∧ ∀ E : ℂ, IsLevel V E ↔ E = len a ∨ E = -len a := by
  constructor
  · intro h
    obtain ⟨c, a, rfl⟩ := hermitian_decomposition hV
    rw [timeRev_shift_add_spin] at h
    -- oddness removes the energy shift
    have h2 : (2 * (c : ℂ)) • (1 : Matrix (Fin 2) (Fin 2) ℂ) = 0 := by
      linear_combination (norm := module) h
    have hc : c = 0 := by simpa using h2
    subst hc
    refine ⟨a, by simp, fun E => ?_⟩
    rw [isLevel_shift_add_spin]
    simp
  · rintro ⟨a, rfl, -⟩
    have h := timeRev_shift_add_spin 0 a
    simpa using h
```

Q: Does Hermiticity do any work there, or is it decoration?

A: It does work. The matrix $i\,1$ is odd, since conjugation flips its sign, yet it is not $a\cdot\sigma$ for any real $a$. For an observable, Hermiticity is the ordinary requirement that expectation values be real.

Q: Still, levels at $\pm|a|$ belong to the perturbation alone. My pair sits at some energy already.

A: The next theorem puts it there. Let the unperturbed pair have energy $E_0$, so that its Hamiltonian is $E_0\,1$. Adding a nonzero odd Hermitian $V$ gives $E_0\,1+a\cdot\sigma$, whose levels are $E_0+\delta$ and $E_0-\delta$ with $\delta=|a|$. Because $V\neq0$, the vector has nonzero length, and since a length is never negative, $\delta>0$. The gap is $2\delta$ and the mean energy stays at $E_0$.

```lean
/-- A nonzero odd Hermitian perturbation splits a Kramers pair at energy `E₀` into two levels
placed symmetrically about `E₀`. -/
theorem odd_splits_pair {V : Matrix (Fin 2) (Fin 2) ℂ} (hV : V.IsHermitian)
    (hodd : timeRev V = -V) (hne : V ≠ 0) (E₀ : ℝ) :
    ∃ δ : ℝ, 0 < δ ∧ ∀ E : ℂ,
      IsLevel ((E₀ : ℂ) • 1 + V) E ↔ E = E₀ + δ ∨ E = E₀ - δ := by
  obtain ⟨a, rfl, -⟩ := (odd_iff_spin hV).1 hodd
  have hl : len a ≠ 0 := fun h => hne ((spin_eq_zero_iff a).2 h)
  exact ⟨len a, lt_of_le_of_ne (Real.sqrt_nonneg _) (Ne.symm hl),
    isLevel_shift_add_spin E₀ a⟩
```

Q: My Zeeman operator is certainly nonzero. Does that guarantee a splitting?

A: Only if its $2\times2$ block in the pair is nonzero, which is what `hne` requires. An odd operator on the full space may have vanishing matrix elements within a particular pair, for instance for a field direction in which the effective g-factor is zero. In that case this model gives no splitting.

Q: That leaves strain. Does the last theorem say that an even perturbation does nothing?

A: It says that a Hermitian $V$ is even if and only if it has a single level. Evenness reads $c\,1-a\cdot\sigma=c\,1+a\cdot\sigma$, so $2\,a\cdot\sigma=0$, $|a|=0$, and both levels equal $c$. Conversely, if there is only one level, then $c+|a|=c-|a|$, so $|a|=0$, the field vanishes, and $V=c\,1$ is even. In the Lean proof, `h1` and `h2` of the second half say that each of the two levels equals the single allowed one, and half their difference gives $|a|=0$.

Here `E₀` is the level of $V$ itself, that is, the shift $c$, and not the energy of the unperturbed pair. If the pair starts at energy $\varepsilon$, then $(\varepsilon\,1+V)v=Ev$ is the same equation as $Vv=(E-\varepsilon)v$, so the perturbed pair has the single level $\varepsilon+c$. It moves and stays degenerate.

```lean
/-- A Hermitian perturbation of a Kramers pair is even under time reversal if and only if it
has a single level. -/
theorem even_iff_single_level {V : Matrix (Fin 2) (Fin 2) ℂ} (hV : V.IsHermitian) :
    timeRev V = V ↔ ∃ E₀ : ℝ, ∀ E : ℂ, IsLevel V E ↔ E = E₀ := by
  obtain ⟨c, a, rfl⟩ := hermitian_decomposition hV
  rw [timeRev_shift_add_spin]
  constructor
  · intro h
    -- evenness removes the coupling to the spin
    have h2 : (2 : ℂ) • spin a = 0 := by
      linear_combination (norm := module) (-1 : ℂ) • h
    have hs : spin a = 0 := by simpa using h2
    have hl := (spin_eq_zero_iff a).1 hs
    refine ⟨c, fun E => ?_⟩
    rw [isLevel_shift_add_spin, hl]
    simp
  · rintro ⟨E₀, h⟩
    -- both levels coincide, so the splitting vanishes
    have h1 := (h _).1 ((isLevel_shift_add_spin c a _).2 (Or.inl rfl))
    have h2 := (h _).1 ((isLevel_shift_add_spin c a _).2 (Or.inr rfl))
    have hl : (len a : ℂ) = 0 := by linear_combination (h1 - h2) / 2
    have hs : spin a = 0 := (spin_eq_zero_iff a).2 (by exact_mod_cast hl)
    rw [hs, sub_zero, add_zero]

end

end KramersPairSplitting
```

```lean
#print axioms KramersPairSplitting.odd_splits_pair
-- 'KramersPairSplitting.odd_splits_pair' depends on axioms: [propext, Classical.choice, Quot.sound]
#print axioms KramersPairSplitting.even_iff_single_level
-- 'KramersPairSplitting.even_iff_single_level' depends on axioms: [propext, Classical.choice, Quot.sound]
```

Q: Then the equivalence is stronger than "even perturbations cannot split". Any splitting reveals an odd part?

A: Within the pair, yes. A general Hermitian perturbation has an even part $c\,1$ and an odd part $a\cdot\sigma$; the first moves the centre of the pair and the second opens the gap $2|a|$. The zero perturbation is both even and odd, which is why the splitting theorem excludes it.

Q: What have you left out that a band-structure calculation would contain?

A: The other bands. The levels are exact for the $2\times2$ matrix, but for a crystal this is first-order degenerate perturbation theory, with coupling to states outside the pair neglected. With that restriction, the result offers a check on spin-orbit band calculations: if an isolated pair at a time-reversal-invariant $k$ point splits at first order, the perturbation has a time-odd part, whether from a magnetic field, an exchange field or a numerical error that breaks the symmetry.

Q: I would have started from the antiunitary operator $T$ on the full state space. What would that change?

A: The degeneracy would become a theorem, derived from $T^2=-1$ and a Hamiltonian that commutes with $T$, and $\sigma_y\overline V\sigma_y$ would follow from the basis $(\psi,T\psi)$ instead of being a definition. The price is more linear algebra before the perturbation appears. The conclusion for even perturbations would also need rewording, because a level may then have dimension four or more. An even perturbation can split a fourfold level into two pairs, though it cannot split either pair further. The two-dimensional model fixes the size of the level at the start, and so fits an isolated pair only.
